# Rayleigh-quotient energy never increases in imaginary time for a bounded self-adjoint Hamiltonian

Imaginary-time propagation of a trial state \(v\) under a Hamiltonian \(H\) generally changes its norm, so the energy can be followed either by renormalising the state or by dividing by its squared norm. Here the state stays unnormalised, and the norm enters through the quotient:

\[
\psi(s)=e^{-sH}v,\qquad
E(s)=\frac{\operatorname{Re}\langle\psi(s),H\psi(s)\rangle}{\|\psi(s)\|^2}.
\]

Units have \(\hbar=1\), and \(s\) is an inverse energy. For bounded self-adjoint \(H\) on a complex Hilbert space and \(v\ne0\),

\[
\frac{dE}{ds}=-2\,\frac{\|(H-E)\psi\|^2}{\|\psi\|^2}\le 0 .
\]

For the normalised state, the right side is minus twice the energy variance. Energies at two different times agree exactly when \(v\) is an eigenvector of \(H\).

## Energy traces in ground-state searches

Codes that relax a trial state towards a ground state often monitor \(E(s)\); for a fixed, linear, Hermitian matrix \(H\) and exact propagation, the trace cannot rise. Its slope can also be compared with the variance at the same time. Renormalising between steps leaves both quantities unchanged.

## From the propagator to the variance

Differentiating the exponential gives \(\psi'=-H\psi\). Since \(e^{sH}e^{-sH}=1\), \(\psi(s)\) is never zero.

Write \(D=\|\psi\|^2\) and \(N=\langle\psi,H\psi\rangle\). Self-adjointness gives \(\overline N=\langle H\psi,\psi\rangle=N\), so \(N\) is real and \(N=ED\). Then

\[
\begin{aligned}
D'&=-\langle H\psi,\psi\rangle-\langle\psi,H\psi\rangle=-2N,\\
N'&=-\langle H\psi,H\psi\rangle-\langle\psi,H^2\psi\rangle=-2\|H\psi\|^2,\\
\|(H-E)\psi\|^2&=\|H\psi\|^2-2EN+E^2D=\|H\psi\|^2-E^2D.
\end{aligned}
\]

The quotient rule now yields

\[
E'=\frac{N'D-ND'}{D^2}
=\frac{-2\|H\psi\|^2D+2N^2}{D^2}
=-2\,\frac{\|H\psi\|^2-E^2D}{D},
\]

which is the stated formula.

If \(E(s)=E(t)\) with \(s<t\), Rolle's theorem gives a time \(c\) between them with \(E'(c)=0\). Hence \(H\psi(c)=e\psi(c)\), where \(e=E(c)\). Because \(H\) commutes with its exponential, \(e^{-cH}(H-e)v=0\), and invertibility gives \(Hv=ev\). Conversely, \(Hv=ev\) implies \(H\psi(r)=e\psi(r)\) for every \(r\), so the energy is constant.

## The Lean definitions and proof

```lean
import Mathlib

open Complex

namespace ImaginaryTimeEvolution

noncomputable section

variable {V : Type*} [NormedAddCommGroup V] [InnerProductSpace ℂ V]

/-- The energy (Rayleigh quotient) `Re ⟨ψ, H ψ⟩ / ⟨ψ, ψ⟩` of a nonzero state `ψ`. -/
def energy (H : V →L[ℂ] V) (ψ : V) : ℝ := (inner ℂ ψ (H ψ)).re / ‖ψ‖ ^ 2

/-- The unnormalised state `ψ(s) = exp(-s H) v` at imaginary time `s`. -/
def evolve (H : V →L[ℂ] V) (v : V) (s : ℝ) : V :=
  NormedSpace.exp ((-(s : ℂ)) • H) v

/-- A nonzero state with `H ψ = e ψ`, `e` real, has energy `e`. -/
theorem energy_of_eigen {H : V →L[ℂ] V} {ψ : V} (hψ : ψ ≠ 0) {e : ℝ}
    (h : H ψ = (e : ℂ) • ψ) : energy H ψ = e := by
  have hn : (inner ℂ ψ ψ).re = ‖ψ‖ ^ 2 := inner_self_eq_norm_sq (𝕜 := ℂ) ψ
  unfold energy
  rw [h, inner_smul_right, Complex.re_ofReal_mul, hn]
  exact mul_div_cancel_right₀ e (pow_ne_zero 2 (norm_ne_zero_iff.2 hψ))

variable [CompleteSpace V]

/-- The imaginary-time Schrödinger equation `dψ/ds = -H ψ` for a bounded operator `H`. -/
theorem hasDerivAt_evolve (H : V →L[ℂ] V) (v : V) (s : ℝ) :
    HasDerivAt (evolve H v) (-(H (evolve H v s))) s := by
  have h1 := (hasDerivAt_exp_smul_const' H (-(s : ℂ))).clm_apply
    (hasDerivAt_const (-(s : ℂ)) v)
  have h2 : HasDerivAt (fun t : ℝ => -(t : ℂ)) (-1) s :=
    ((hasDerivAt_id s).ofReal_comp.fun_neg).congr_deriv (by simp)
  have h3 := HasDerivAt.scomp s h1 h2
  exact h3.congr_deriv (by simp [evolve])

/-- The bounded operator `H` commutes with its imaginary-time propagator. -/
theorem map_evolve (H : V →L[ℂ] V) (v : V) (s : ℝ) :
    H (evolve H v s) = evolve H (H v) s := by
  -- the derivative of the exponential can be written with `H` on either side
  have h := (hasDerivAt_exp_smul_const' H (-(s : ℂ))).unique
    (hasDerivAt_exp_smul_const H (-(s : ℂ)))
  exact congrArg (fun A : V →L[ℂ] V => A v) h

/-- Imaginary-time evolution under a bounded operator never annihilates a nonzero state. -/
theorem evolve_ne_zero (H : V →L[ℂ] V) {v : V} (hv : v ≠ 0) (s : ℝ) :
    evolve H v s ≠ 0 := by
  intro h
  let _ : NormedAlgebra ℚ (V →L[ℂ] V) := NormedAlgebra.restrictScalars ℚ ℂ _
  have hc : Commute ((s : ℂ) • H) ((-(s : ℂ)) • H) :=
    ((Commute.refl H).smul_left _).smul_right _
  -- evolving backwards undoes the evolution
  have e : NormedSpace.exp ((s : ℂ) • H) * NormedSpace.exp ((-(s : ℂ)) • H) = 1 := by
    rw [← NormedSpace.exp_add_of_commute hc, ← add_smul, add_neg_cancel, zero_smul,
      NormedSpace.exp_zero]
  have h3 : NormedSpace.exp ((s : ℂ) • H) (evolve H v s) = v :=
    congrArg (fun A : V →L[ℂ] V => A v) e
  rw [h, map_zero] at h3
  exact hv h3.symm

/-- For self-adjoint `H` the inner product `⟨ψ, H ψ⟩` is the real number `energy · ‖ψ‖²`. -/
theorem inner_eq_energy {H : V →L[ℂ] V} (hH : IsSelfAdjoint H) (ψ : V) :
    inner ℂ ψ (H ψ) = ((energy H ψ * ‖ψ‖ ^ 2 : ℝ) : ℂ) := by
  have hs : inner ℂ (H ψ) ψ = inner ℂ ψ (H ψ) :=
    (ContinuousLinearMap.isSelfAdjoint_iff_isSymmetric.1 hH) ψ ψ
  apply Complex.ext
  · rw [Complex.ofReal_re]
    by_cases h : ψ = 0
    · simp [h]
    · unfold energy
      rw [div_mul_cancel₀ _ (pow_ne_zero 2 (norm_ne_zero_iff.2 h))]
  · rw [Complex.ofReal_im]
    exact Complex.conj_eq_iff_im.1 ((inner_conj_symm (H ψ) ψ).trans hs)

/-- For self-adjoint `H` the squared residual is `‖(H - E)ψ‖² = ‖H ψ‖² - E² ‖ψ‖²`,
where `E` is the energy of `ψ`. -/
theorem residual_sq {H : V →L[ℂ] V} (hH : IsSelfAdjoint H) (ψ : V) :
    ‖H ψ - (energy H ψ : ℂ) • ψ‖ ^ 2 = ‖H ψ‖ ^ 2 - energy H ψ ^ 2 * ‖ψ‖ ^ 2 := by
  have hs : inner ℂ (H ψ) ψ = inner ℂ ψ (H ψ) :=
    (ContinuousLinearMap.isSelfAdjoint_iff_isSymmetric.1 hH) ψ ψ
  have hx : (inner ℂ (H ψ) ((energy H ψ : ℂ) • ψ)).re
      = energy H ψ * (energy H ψ * ‖ψ‖ ^ 2) := by
    rw [inner_smul_right, Complex.re_ofReal_mul, hs, inner_eq_energy hH,
      Complex.ofReal_re]
  have hn : ‖(energy H ψ : ℂ) • ψ‖ ^ 2 = energy H ψ ^ 2 * ‖ψ‖ ^ 2 := by
    rw [norm_smul, mul_pow, Complex.norm_real, Real.norm_eq_abs, sq_abs]
  have h : ‖H ψ - (energy H ψ : ℂ) • ψ‖ ^ 2 = ‖H ψ‖ ^ 2
      - 2 * (inner ℂ (H ψ) ((energy H ψ : ℂ) • ψ)).re + ‖(energy H ψ : ℂ) • ψ‖ ^ 2 :=
    norm_sub_sq (𝕜 := ℂ) _ _
  rw [h, hx, hn]
  ring

/-- For self-adjoint `H`, imaginary-time evolution obeys `d/ds ‖ψ‖² = -2 ⟨ψ, H ψ⟩` and
`d/ds ⟨ψ, H ψ⟩ = -2 ‖H ψ‖²`. -/
theorem hasDerivAt_moments {H : V →L[ℂ] V} (hH : IsSelfAdjoint H) (v : V) (s : ℝ) :
    HasDerivAt (fun t => ‖evolve H v t‖ ^ 2)
      (-2 * (inner ℂ (evolve H v s) (H (evolve H v s))).re) s ∧
    HasDerivAt (fun t => (inner ℂ (evolve H v t) (H (evolve H v t))).re)
      (-2 * ‖H (evolve H v s)‖ ^ 2) s := by
  have hs : ∀ x y, inner ℂ (H x) y = inner ℂ x (H y) :=
    ContinuousLinearMap.isSelfAdjoint_iff_isSymmetric.1 hH
  have hn : ∀ x : V, (inner ℂ x x).re = ‖x‖ ^ 2 := inner_self_eq_norm_sq (𝕜 := ℂ)
  have hd := hasDerivAt_evolve H v s
  constructor
  · have hf : (fun t => ‖evolve H v t‖ ^ 2)
        = fun t => (inner ℂ (evolve H v t) (evolve H v t)).re :=
      funext fun t => (hn _).symm
    rw [hf]
    refine (Complex.reCLM.hasFDerivAt.comp_hasDerivAt s
      (HasDerivAt.inner ℂ hd hd)).congr_deriv ?_
    change (inner ℂ (evolve H v s) (-(H (evolve H v s)))
      + inner ℂ (-(H (evolve H v s))) (evolve H v s)).re = _
    rw [inner_neg_right, inner_neg_left, hs, Complex.add_re, Complex.neg_re]
    ring
  · have hHd := (H.restrictScalars ℝ).hasFDerivAt.comp_hasDerivAt s hd
    refine (Complex.reCLM.hasFDerivAt.comp_hasDerivAt s
      (HasDerivAt.inner ℂ hd hHd)).congr_deriv ?_
    change (inner ℂ (evolve H v s) (H (-(H (evolve H v s))))
      + inner ℂ (-(H (evolve H v s))) (H (evolve H v s))).re = _
    rw [map_neg, inner_neg_right, inner_neg_left, ← hs (evolve H v s) (H (evolve H v s)),
      Complex.add_re, Complex.neg_re, hn]
    ring

/-- For self-adjoint `H` and `v ≠ 0`, the state `ψ(s) = exp(-s H) v` never vanishes, its
energy has derivative `-2 ‖(H - E(s))ψ‖² / ‖ψ‖²`, and the energy is non-increasing. -/
theorem energy_decay {H : V →L[ℂ] V} (hH : IsSelfAdjoint H) {v : V} (hv : v ≠ 0) :
    (∀ s, evolve H v s ≠ 0 ∧ HasDerivAt (fun t => energy H (evolve H v t))
      (-2 * ‖H (evolve H v s) - (energy H (evolve H v s) : ℂ) • evolve H v s‖ ^ 2
        / ‖evolve H v s‖ ^ 2) s) ∧
    Antitone (fun s => energy H (evolve H v s)) := by
  have alg : ∀ A N e D : ℝ, D ≠ 0 → N = e * D →
      (-2 * A * D - N * (-2 * N)) / D ^ 2 = -2 * (A - e ^ 2 * D) / D := by
    intro A N e D hD hN
    rw [div_eq_div_iff (pow_ne_zero 2 hD) hD, hN]
    ring
  have key : ∀ s, evolve H v s ≠ 0 ∧ HasDerivAt (fun t => energy H (evolve H v t))
      (-2 * ‖H (evolve H v s) - (energy H (evolve H v s) : ℂ) • evolve H v s‖ ^ 2
        / ‖evolve H v s‖ ^ 2) s := by
    intro s
    have h0 := evolve_ne_zero H hv s
    have hD : ‖evolve H v s‖ ^ 2 ≠ 0 := pow_ne_zero 2 (norm_ne_zero_iff.2 h0)
    obtain ⟨h1, h2⟩ := hasDerivAt_moments hH v s
    have hN := congrArg Complex.re (inner_eq_energy hH (evolve H v s))
    rw [Complex.ofReal_re] at hN
    -- quotient rule, with the residual expanded
    refine ⟨h0, (h2.fun_div h1 hD).congr_deriv ?_⟩
    rw [residual_sq hH]
    exact alg _ _ _ _ hD hN
  refine ⟨key, antitone_of_deriv_nonpos (fun s => (key s).2.differentiableAt) fun s => ?_⟩
  rw [(key s).2.deriv, mul_div_assoc]
  have : 0 ≤ ‖H (evolve H v s) - (energy H (evolve H v s) : ℂ) • evolve H v s‖ ^ 2
      / ‖evolve H v s‖ ^ 2 := by positivity
  linarith

/-- For self-adjoint `H` and `v ≠ 0`, the energies at two imaginary times `s < t` agree
exactly when the initial state `v` is an eigenvector of `H`, with its energy as eigenvalue. -/
theorem energy_eq_iff_eigenvector {H : V →L[ℂ] V} (hH : IsSelfAdjoint H) {v : V}
    (hv : v ≠ 0) {s t : ℝ} (hst : s < t) :
    energy H (evolve H v t) = energy H (evolve H v s) ↔
      Module.End.HasEigenvector (H : V →ₗ[ℂ] V) (energy H v : ℂ) v := by
  have hE := (energy_decay hH hv).1
  constructor
  · intro h
    have hcont : ContinuousOn (fun r => energy H (evolve H v r)) (Set.Icc s t) :=
      fun x _ => (hE x).2.continuousAt.continuousWithinAt
    -- Rolle: the residual vanishes at some intermediate time
    obtain ⟨c, -, hc⟩ := exists_hasDerivAt_eq_zero hst hcont h.symm (fun x _ => (hE x).2)
    have hsq : ‖H (evolve H v c) - (energy H (evolve H v c) : ℂ) • evolve H v c‖ ^ 2
        = 0 := by
      rcases div_eq_zero_iff.1 hc with h1 | h1
      · linarith
      · exact absurd h1 (pow_ne_zero 2 (norm_ne_zero_iff.2 (hE c).1))
    have hz := norm_eq_zero.1 ((pow_eq_zero_iff two_ne_zero).1 hsq)
    generalize energy H (evolve H v c) = e at hz
    -- carry the eigenvalue equation back to the initial state
    have hlin : evolve H (H v - (e : ℂ) • v) c
        = H (evolve H v c) - (e : ℂ) • evolve H v c := by
      rw [map_evolve]
      simp only [evolve, map_sub, map_smul]
    have hv' : H v = (e : ℂ) • v := by
      by_contra hne
      exact evolve_ne_zero H (sub_ne_zero.2 hne) c (hlin.trans hz)
    refine ⟨Module.End.mem_eigenspace_iff.2 ?_, hv⟩
    rw [energy_of_eigen hv hv']
    exact hv'
  · intro h
    have h1 : H v = (energy H v : ℂ) • v := h.apply_eq_smul
    have h2 : ∀ r, energy H (evolve H v r) = energy H v := by
      intro r
      apply energy_of_eigen (evolve_ne_zero H hv r)
      rw [map_evolve, h1]
      simp only [evolve, map_smul]
    rw [h2, h2]

end

end ImaginaryTimeEvolution
```

```lean
#print axioms ImaginaryTimeEvolution.energy_decay
#print axioms ImaginaryTimeEvolution.energy_eq_iff_eigenvector
```

```
'ImaginaryTimeEvolution.energy_decay' depends on axioms: [propext, Classical.choice, Quot.sound]
'ImaginaryTimeEvolution.energy_eq_iff_eigenvector' depends on axioms: [propext, Classical.choice, Quot.sound]
```

The type `V →L[ℂ] V` holds the bounded operators on `V`, and `CompleteSpace V` makes `V` a Hilbert space. The function `evolve H v s` is \(\psi(s)\), and `energy H (evolve H v s)` is \(E(s)\). The inner product is conjugate-linear in its first argument.

`energy_decay` states that, for every real \(s\), the state is nonzero and the energy has the given derivative; `Antitone` says that the energy is non-increasing. `energy_eq_iff_eigenvector` is the equality case, with `energy H v` as the eigenvalue.

`hasDerivAt_evolve` supplies the evolution equation, `map_evolve` the commutation and `evolve_ne_zero` the inverse-propagator argument. `inner_eq_energy` proves \(N=ED\), `residual_sq` expands the residual, and `hasDerivAt_moments` computes \(D'\) and \(N'\). In `energy_decay`, `fun_div` is the quotient rule, `alg` does the final algebra, and `antitone_of_deriv_nonpos` turns the sign into monotonicity. For the equality case, `exists_hasDerivAt_eq_zero` is Rolle's theorem, `hlin` carries the eigenvalue equation back to \(v\), and `energy_of_eigen` evaluates the energy of an eigenvector.

## Exact exponentials, not finite time steps

The theorems apply to every Hermitian matrix, but not directly to unbounded continuum Hamiltonians or to nonlinear mean-field evolution. They also give no convergence to the ground state: an excited eigenvector keeps its energy forever.

The step left to the user is the replacement of \(e^{-\Delta s\,H}\) by a numerical propagator with finite step \(\Delta s\). A rising energy trace may therefore come from that approximation, from rounding, or from a matrix that is not Hermitian.

Real eigenvalues alone do not ensure monotonicity. Take

\[
H=\begin{pmatrix}0&1\\0&0\end{pmatrix},\quad
v=\begin{pmatrix}0\\1\end{pmatrix},\quad
\psi(s)=\begin{pmatrix}-s\\1\end{pmatrix},\quad
E(s)=-\frac{s}{1+s^2}.
\]

Both eigenvalues are zero, yet the energy falls to \(-1/2\) at \(s=1\) and then rises.
